# The s-wave scattering length of an attractive square well away from resonance

At zero energy, an attractive square well of radius $R > 0$ and interior wave number $q > 0$ has the s-wave scattering length

$$a = R - \frac{\tan(qR)}{q}, \qquad \cos(qR) \neq 0 .$$

It is negative for $qR < \pi/2$, and at fixed $R$ it tends to minus infinity as $q$ increases to $\pi/(2R)$.

The wave number stands for the depth of the well: for a particle of mass $m$ in a well of depth $V_0$, $q^2 = 2mV_0/\hbar^2$. The condition $\cos(qR) \neq 0$ excludes the zero-energy resonances, where the radial function $u = r\psi$ of the s-wave $\psi$ leaves the well with zero slope. The scattering length governs the s-wave phase shift $\delta$ at low energy: in the sign convention used here, $\tan\delta \approx -ka$ for a small wave number $k$ outside the well. The formula gives $a$ in closed form for one particle in a single-channel, sharp-edged spherical well.

```lean
import Mathlib

open Set Filter Topology
open scoped Real

noncomputable section

namespace SquareWellScatteringLength
```

## The wave inside and outside the well

Write the s-wave as $\psi(r) = u(r)/r$. At zero energy the radial function obeys

$$u'' = -q^2 u \quad (r < R), \qquad u'' = 0 \quad (r > R),$$

with $u(0) = 0$, so that $\psi$ stays finite at the origin. Inside, up to a factor, the solution is $\sin(qr)$.

```lean
/-- The zero-energy radial wave `sin (q r)` inside a well of interior wave number `q`. -/
def interiorWave (q r : ℝ) : ℝ := Real.sin (q * r)
```

Outside, $u$ is a straight line. If its slope $c$ is nonzero, it can be written as $c(r-a)$, and its node $a$ is the scattering length. The node may lie inside the well or at negative $r$, where the line is only an extrapolation. The code takes this form as a definition and does not derive it from $u'' = 0$.

```lean
/-- The zero-energy radial wave `c (r - a)` outside the well. -/
def exteriorWave (c a r : ℝ) : ℝ := c * (r - a)
```

The potential jumps by a finite amount at $R$, so $u$ and $u'$ are continuous there. For an inside function $f$ and an outside function $g$ this means

$$f(R) = g(R), \qquad f'(R) = g'(R).$$

In Lean both functions are defined on the whole real line, and `deriv` is the ordinary two-sided derivative.

```lean
/-- Two radial waves agree in value and slope at the radius `R`. -/
def MatchesAt (f g : ℝ → ℝ) (R : ℝ) : Prop := f R = g R ∧ deriv f R = deriv g R
```

The candidate for the node gets its own name. Lean sets $\tan(\pi/2) = 0$, so `wellScatteringLength` returns $R$ at a resonance, a value without physical meaning; the theorems below that identify it with $a$ assume $\cos(qR) \neq 0$.

```lean
/-- The length `R - tan (q R) / q` of a well with radius `R` and interior wave number `q`. -/
def wellScatteringLength (q R : ℝ) : ℝ := R - Real.tan (q * R) / q
```

The sine wave should not have to be guessed, so the interior problem is also stated for an unknown function $u$ with slope $v$:

$$u(0) = 0, \qquad u' = v, \qquad v' = -q^2 u \qquad \text{on } [0, R].$$

The derivatives are taken within the interval, which makes them one-sided at $0$ and at $R$. This suits the physics, because $u''$ generally jumps at the edge of the well.

```lean
/-- `u`, with slope `v`, solves `u'' = -q² u` on `[0, R]` and vanishes at the origin. -/
structure IsInteriorSolution (q R : ℝ) (u v : ℝ → ℝ) : Prop where
  origin : u 0 = 0
  slope : ∀ r ∈ Icc 0 R, HasDerivWithinAt u (v r) (Icc 0 R) r
  radial : ∀ r ∈ Icc 0 R, HasDerivWithinAt v (-(q ^ 2) * u r) (Icc 0 R) r
```

## Slopes of the two waves

By the chain rule,

$$\frac{d}{dr}\sin(qr) = q\cos(qr).$$

```lean
/-- The slope of the interior wave is `q cos (q r)`. -/
theorem hasDerivAt_interiorWave (q r : ℝ) :
    HasDerivAt (interiorWave q) (q * Real.cos (q * r)) r := by
  have h : HasDerivAt (fun x : ℝ => q * x) q r := by
    simpa using (hasDerivAt_id r).const_mul q
  exact h.sin.congr_deriv (by ring)
```

In the same way,

$$\frac{d}{dr}\cos(qr) = -q\sin(qr),$$

which will be needed for the general interior solution.

```lean
private theorem hasDerivAt_cosWave (q r : ℝ) :
    HasDerivAt (fun x : ℝ => Real.cos (q * x)) (-(q * Real.sin (q * r))) r := by
  have h : HasDerivAt (fun x : ℝ => q * x) q r := by
    simpa using (hasDerivAt_id r).const_mul q
  exact h.cos.congr_deriv (by ring)
```

The exterior line has slope $c$ everywhere:

$$\frac{d}{dr}\,c(r-a) = c .$$

```lean
private theorem hasDerivAt_exteriorWave (c a r : ℝ) :
    HasDerivAt (exteriorWave c a) c r :=
  (((hasDerivAt_id r).sub_const a).const_mul c).congr_deriv (mul_one c)
```

## Matching at the edge

Matching the sine wave to the line gives two equations,

$$\sin(qR) = c(R-a), \qquad q\cos(qR) = c .$$

Inserting the second into the first leaves

$$q\cos(qR)\,(R-a) = \sin(qR).$$

Since $q$ and $\cos(qR)$ are nonzero, division gives

$$R - a = \frac{\tan(qR)}{q}, \qquad a = R - \frac{\tan(qR)}{q}.$$

The next lemma is this division. It writes the tangent as sine over cosine, clears the denominators with `field_simp` and solves for $a$ with `linarith`.

```lean
private theorem length_of_ratio {q R a : ℝ} (hq : q ≠ 0) (hc : Real.cos (q * R) ≠ 0)
    (h : q * Real.cos (q * R) * (R - a) = Real.sin (q * R)) :
    a = wellScatteringLength q R := by
  have ht : Real.tan (q * R) / q = R - a := by
    rw [Real.tan_eq_sin_div_cos, ← h]
    field_simp
  unfold wellScatteringLength
  linarith
```

Conversely, take $c = q\cos(qR)$ and $a = R - \tan(qR)/q$. The slopes agree at once, and the values agree because

$$c(R-a) = q\cos(qR)\,\frac{\tan(qR)}{q} = \sin(qR).$$

The matching conditions are therefore equivalent to these values of $c$ and $a$: a matching line exists, and it is unique. The two bullets of the proof are the two directions. The algebra does not use the sign of $R$, so the theorem leaves out the physical condition $R > 0$.

```lean
/-- Away from `cos (q R) = 0`, the interior wave matches `c (r - a)` at `R` exactly when
`c = q cos (q R)` and `a = R - tan (q R) / q`. -/
theorem matching_iff {q R c a : ℝ} (hq : 0 < q) (hc : Real.cos (q * R) ≠ 0) :
    MatchesAt (interiorWave q) (exteriorWave c a) R ↔
      c = q * Real.cos (q * R) ∧ a = wellScatteringLength q R := by
  have hq' : q ≠ 0 := hq.ne'
  unfold MatchesAt
  rw [(hasDerivAt_interiorWave q R).deriv, (hasDerivAt_exteriorWave c a R).deriv]
  simp only [interiorWave, exteriorWave]
  constructor
  · rintro ⟨h1, h2⟩
    refine ⟨h2.symm, length_of_ratio hq' hc ?_⟩
    rw [h2]
    exact h1.symm
  · rintro ⟨h1, h2⟩
    refine ⟨?_, h1.symm⟩
    rw [h1, h2, wellScatteringLength, sub_sub_cancel, Real.tan_eq_sin_div_cos]
    field_simp
```

At a resonance, $\cos(qR) = 0$, the slope equation gives $c = 0$. The exterior function then vanishes identically, and the value equation requires $\sin(qR) = 0$. But sine and cosine cannot both vanish, since

$$\sin^2(qR) + \cos^2(qR) = 1 .$$

No line $c(r-a)$ with finite $a$ matches. The true exterior $u$ is a nonzero constant, which has no node.

```lean
/-- If `cos (q R) = 0`, the interior wave matches no exterior wave `c (r - a)` at `R`. -/
theorem no_matching_at_resonance {q R : ℝ} (hc : Real.cos (q * R) = 0) (c a : ℝ) :
    ¬ MatchesAt (interiorWave q) (exteriorWave c a) R := by
  rintro ⟨h1, h2⟩
  rw [(hasDerivAt_interiorWave q R).deriv, (hasDerivAt_exteriorWave c a R).deriv,
    hc, mul_zero] at h2
  simp only [interiorWave, exteriorWave, ← h2, zero_mul] at h1
  have h := Real.sin_sq_add_cos_sq (q * R)
  rw [h1, hc] at h
  norm_num at h
```

## Every regular interior solution is a sine

It remains to show that starting from $\sin(qr)$ loses nothing. The argument uses two combinations of $u$ and $v$ that stay constant across the well, together with the fact that a function with zero derivative on $[0,R]$ keeps its initial value:

$$F' = 0 \text{ on } [0,R] \;\Longrightarrow\; F(r) = F(0).$$

The assumption $R > 0$ gives the interval positive length, so that derivatives within it are unique.

```lean
private theorem const_on {R : ℝ} (hR : 0 < R) {F : ℝ → ℝ}
    (h : ∀ r ∈ Icc 0 R, HasDerivWithinAt F 0 (Icc 0 R) r) :
    ∀ r ∈ Icc 0 R, F r = F 0 :=
  constant_of_derivWithin_zero (fun r hr => (h r hr).differentiableWithinAt)
    (fun r hr => (h r (Ico_subset_Icc_self hr)).derivWithin
      (uniqueDiffOn_Icc hR r (Ico_subset_Icc_self hr)))
```

The two combinations are

$$F = q\,u\cos(qr) - v\sin(qr), \qquad G = v\cos(qr) + q\,u\sin(qr).$$

With $u' = v$ and $v' = -q^2u$,

$$F' = qv\cos(qr) - q^2u\sin(qr) + q^2u\sin(qr) - qv\cos(qr) = 0,$$

$$G' = -q^2u\cos(qr) - qv\sin(qr) + qv\sin(qr) + q^2u\cos(qr) = 0.$$

At the origin $u(0) = 0$, so $F = 0$ and $G = v(0)$ throughout the well. Solving these two linear relations with $\sin^2 + \cos^2 = 1$ gives

$$q\,u = F\cos(qr) + G\sin(qr) = v(0)\sin(qr),$$

$$v = G\cos(qr) - F\sin(qr) = v(0)\cos(qr).$$

Hence $u(r) = \dfrac{v(0)}{q}\sin(qr)$. In the proof, `hF` and `hG` state that the combinations are constant, with `ring` confirming that each derivative cancels. The `linear_combination` steps use the same multipliers as the two lines above.

```lean
/-- Every interior solution that vanishes at the origin is the sine wave scaled by its initial
slope over `q`, and its slope is the initial slope times `cos (q r)`. -/
theorem interior_solution {q R : ℝ} (hq : 0 < q) (hR : 0 < R) {u v : ℝ → ℝ}
    (h : IsInteriorSolution q R u v) :
    ∀ r ∈ Icc 0 R, u r = v 0 / q * interiorWave q r ∧ v r = v 0 * Real.cos (q * r) := by
  -- two combinations of value and slope are constant across the well
  have hF := const_on hR (F := fun r => q * u r * Real.cos (q * r) - v r * interiorWave q r)
    (fun r hr => by
      have hd := (((h.slope r hr).const_mul q).mul
        (hasDerivAt_cosWave q r).hasDerivWithinAt).sub
        ((h.radial r hr).mul (hasDerivAt_interiorWave q r).hasDerivWithinAt)
      refine hd.congr_deriv ?_
      simp only [interiorWave]
      ring)
  have hG := const_on hR (F := fun r => v r * Real.cos (q * r) + q * u r * interiorWave q r)
    (fun r hr => by
      have hd := ((h.radial r hr).mul (hasDerivAt_cosWave q r).hasDerivWithinAt).add
        (((h.slope r hr).const_mul q).mul (hasDerivAt_interiorWave q r).hasDerivWithinAt)
      refine hd.congr_deriv ?_
      simp only [interiorWave]
      ring)
  intro r hr
  have h1 := hF r hr
  have h2 := hG r hr
  simp only [interiorWave, h.origin, mul_zero, Real.sin_zero, Real.cos_zero,
    mul_one, sub_zero, add_zero] at h1 h2
  have hp := Real.sin_sq_add_cos_sq (q * r)
  -- solve the two linear relations for value and slope
  have hu : q * u r = v 0 * Real.sin (q * r) := by
    linear_combination Real.cos (q * r) * h1 + Real.sin (q * r) * h2 - q * u r * hp
  refine ⟨?_, ?_⟩
  · have hdiv : u r = v 0 * Real.sin (q * r) / q := by
      rw [eq_div_iff hq.ne', mul_comm]
      exact hu
    rw [hdiv, interiorWave]
    ring
  · linear_combination Real.cos (q * r) * h2 - Real.sin (q * r) * h1 - v r * hp
```

The sine wave itself satisfies the interior conditions, because

$$\sin 0 = 0, \qquad \frac{d}{dr}\bigl(q\cos(qr)\bigr) = -q^2\sin(qr).$$

Its initial slope is $v(0) = q$, which is nonzero for $q > 0$, so the next theorem has at least this interior solution to act on.

```lean
/-- The wave `sin (q r)` with slope `q cos (q r)` is an interior solution. -/
theorem interior_solution_witness (q R : ℝ) :
    IsInteriorSolution q R (interiorWave q) (fun r => q * Real.cos (q * r)) where
  origin := by simp [interiorWave]
  slope := fun r _ => (hasDerivAt_interiorWave q r).hasDerivWithinAt
  radial := fun r _ => by
    refine ((hasDerivAt_cosWave q r).const_mul q).hasDerivWithinAt.congr_deriv ?_
    simp only [interiorWave]
    ring
```

Now let $u$ be any interior solution with $v(0) \neq 0$ that joins the line at $R$. Then

$$\frac{v(0)}{q}\sin(qR) = c(R-a), \qquad v(0)\cos(qR) = c .$$

Eliminating $c$ and multiplying by $q$ gives

$$v(0)\,q\cos(qR)\,(R-a) = v(0)\sin(qR).$$

The amplitude $v(0)$ cancels, and the earlier division yields the same $a$. The scattering length therefore does not depend on how the wave is normalised. If $v(0)$ were zero, $u$ would vanish throughout the well and would not determine a node.

In Lean, `hval` and `hslope` are the two matching conditions, and `mul_left_cancel₀` removes the amplitude.

```lean
/-- Any interior solution with nonzero initial slope that joins `c (r - a)` in value and slope
at `R` has `a = R - tan (q R) / q`, provided `cos (q R)` is nonzero. -/
theorem scattering_length_of_solution {q R c a : ℝ} (hq : 0 < q) (hR : 0 < R)
    (hc : Real.cos (q * R) ≠ 0) {u v : ℝ → ℝ} (h : IsInteriorSolution q R u v)
    (hv : v 0 ≠ 0) (hval : u R = exteriorWave c a R)
    (hslope : v R = deriv (exteriorWave c a) R) :
    a = wellScatteringLength q R := by
  obtain ⟨h1, h2⟩ := interior_solution hq hR h R ⟨hR.le, le_rfl⟩
  rw [(hasDerivAt_exteriorWave c a R).deriv] at hslope
  have hu : q * u R = v 0 * Real.sin (q * R) := by
    rw [h1, interiorWave]
    field_simp
  rw [hval, exteriorWave, ← hslope, h2] at hu
  -- the overall amplitude cancels
  apply length_of_ratio hq.ne' hc
  apply mul_left_cancel₀ hv
  linear_combination hu
```

## Negative scattering length in a shallow well

For $0 < x < \pi/2$ one has $x < \tan x$. With $x = qR$, division by $q > 0$ gives

$$R < \frac{\tan(qR)}{q}, \qquad\text{so}\qquad a = R - \frac{\tan(qR)}{q} < 0 .$$

The cosine is positive in this range, so the matching formula applies. Physically, these wells are too shallow to bind an s state; binding, like the link to the phase shift mentioned at the start, is background that none of these theorems treats.

```lean
/-- The scattering length is negative when `q R` lies between zero and `π / 2`. -/
theorem scattering_length_neg {q R : ℝ} (hq : 0 < q) (hR : 0 < R) (h : q * R < π / 2) :
    wellScatteringLength q R < 0 := by
  have ht := Real.lt_tan (mul_pos hq hR) h
  have hlt : R < Real.tan (q * R) / q := by
    rw [lt_div_iff₀ hq, mul_comm]
    exact ht
  unfold wellScatteringLength
  linarith
```

## Divergence at the first resonance

Consider a family of wells in which $qR$ approaches $\pi/2$ from below, while $0 < q \le Q$ and $R \le B$. Once $\tan(qR) \geq 0$, replacing $q$ by the larger $Q$ can only reduce the quotient, so

$$a = R - \frac{\tan(qR)}{q} \;\le\; B - \frac{\tan(qR)}{Q} .$$

The tangent tends to plus infinity, the right-hand side tends to minus infinity, and $a$ follows.

The bound on $q$ carries physical content. If the well narrows while it deepens, with $qR = \pi/2 - 1/q$ and $q \to \infty$, then $\tan(qR)/q \to 1$ and $R \to 0$, so $a$ tends to $-1$ in the chosen unit of length.

In the theorem, `ι` labels the wells and the filter `l` says how one moves through the family. The notation `∀ᶠ` means "from some stage on", `𝓝[<] (π / 2)` is the approach from strictly below, and `atBot` is minus infinity. In the proof, `hb` is the limit of the comparison bound, and `tendsto_atBot_mono'` transfers it to $a$.

```lean
/-- Along any family of wells with `q` positive and both `q` and `R` bounded above, the
scattering length tends to minus infinity as `q R` tends to `π / 2` from below. -/
theorem scattering_length_tendsto {ι : Type*} {l : Filter ι} {q R : ι → ℝ} {Q B : ℝ}
    (hQ : 0 < Q) (hq : ∀ᶠ i in l, 0 < q i ∧ q i ≤ Q) (hR : ∀ᶠ i in l, R i ≤ B)
    (h : Tendsto (fun i => q i * R i) l (𝓝[<] (π / 2))) :
    Tendsto (fun i => wellScatteringLength (q i) (R i)) l atBot := by
  have ht : Tendsto (fun i => Real.tan (q i * R i)) l atTop :=
    Real.tendsto_tan_pi_div_two.comp h
  have hb : Tendsto (fun i => B + -(Real.tan (q i * R i) / Q)) l atBot :=
    tendsto_atBot_add_const_left l B
      (tendsto_neg_atTop_atBot.comp (ht.atTop_div_const hQ))
  -- compare with the bound built from the largest `q` and `R`
  refine tendsto_atBot_mono' l ?_ hb
  filter_upwards [hq, hR, ht.eventually_ge_atTop 0] with i hi hRi hti
  have hle := div_le_div_of_nonneg_left hti hi.1 hi.2
  unfold wellScatteringLength
  linarith
```

The simplest such family keeps $R$ fixed and deepens the well. As $q$ rises to $\pi/(2R)$,

$$qR \to \frac{\pi}{2R}\,R = \frac{\pi}{2} \quad\text{from below},$$

and the bounds hold with $Q = \pi/(2R)$ and $B = R$. The previous theorem then gives $a \to -\infty$. What the proof has to supply is the approach of $qR$ to $\pi/2$: continuity of $q \mapsto qR$ gives the limit, and multiplying $q < \pi/(2R)$ by $R > 0$ gives the side.

```lean
/-- At fixed radius `R`, the scattering length tends to minus infinity as `q` increases
to `π / (2 R)`. -/
theorem scattering_length_tendsto_deepening {R : ℝ} (hR : 0 < R) :
    Tendsto (fun q => wellScatteringLength q R) (𝓝[<] (π / (2 * R))) atBot := by
  have hQ : 0 < π / (2 * R) := by positivity
  have he : π / (2 * R) * R = π / 2 := by field_simp
  have hmem : ∀ᶠ q in 𝓝[<] (π / (2 * R)), q ∈ Ioo 0 (π / (2 * R)) := Ioo_mem_nhdsLT hQ
  refine scattering_length_tendsto (R := fun _ => R) (B := R) hQ
    (hmem.mono fun q hq => ⟨hq.1, hq.2.le⟩) (Eventually.of_forall fun _ => le_rfl) ?_
  refine tendsto_nhdsWithin_iff.mpr ⟨?_, hmem.mono fun q hq => ?_⟩
  · have hcont : Continuous (fun q : ℝ => q * R) := by fun_prop
    have hlim := hcont.tendsto (π / (2 * R))
    rw [he] at hlim
    exact hlim.mono_left nhdsWithin_le_nhds
  · have hlt := mul_lt_mul_of_pos_right hq.2 hR
    rw [he] at hlt
    exact hlt

end SquareWellScatteringLength
```

```lean
#print axioms SquareWellScatteringLength.no_matching_at_resonance
#print axioms SquareWellScatteringLength.scattering_length_of_solution
#print axioms SquareWellScatteringLength.scattering_length_neg
#print axioms SquareWellScatteringLength.scattering_length_tendsto_deepening
```

```
'SquareWellScatteringLength.no_matching_at_resonance' depends on axioms: [propext, Classical.choice, Quot.sound]
'SquareWellScatteringLength.scattering_length_of_solution' depends on axioms: [propext, Classical.choice, Quot.sound]
'SquareWellScatteringLength.scattering_length_neg' depends on axioms: [propext, Classical.choice, Quot.sound]
'SquareWellScatteringLength.scattering_length_tendsto_deepening' depends on axioms: [propext, Classical.choice, Quot.sound]
```
